# Individual orbital contributions from a symmetric property matrix survive every orthogonal mixing exactly when the matrix is a multiple of the identity

A calculated NMR shielding is often split into contributions from a core orbital, a bond and a lone pair. The occupied orbitals of a closed-shell determinant may, however, be mixed among themselves without changing the state. Canonical and localised orbitals are two choices among many, and each gives its own table of contributions. Which entries of such a table belong to the molecule, and which to the choice of orbitals?

Take real orthonormal occupied orbitals $\varphi_i$ and one component of the diamagnetic shielding, with a common gauge origin. Its operator $h$ is real and multiplicative, so the matrix $M_{ij}=\langle\varphi_i|h|\varphi_j\rangle$, with the occupation factor absorbed into $h$, is real and symmetric. A real orthogonal matrix $U$ gives the new orbitals $\varphi'_k=\sum_i\varphi_i U_{ik}$, and orbital $k$ then contributes
$$p_k(U)=(U^{T}MU)_{kk}.$$

The matrix $M$ stays fixed while the orbitals mix. In a distributed-gauge scheme that ties a gauge origin to each localised orbital, the operator changes with the orbitals, and this model does not describe that change. Complex unitary mixings are also left aside.

In Lean the orbitals are labelled by a finite type `n`, which may be empty, and matrices have type `Matrix n n ℝ`.

```lean
import Mathlib

open Matrix

namespace OrbitalContributions

variable {n : Type*} [Fintype n] [DecidableEq n]
```

The definition of $p_k(U)$ accepts any real $U$. Orthogonality enters the theorems as the hypothesis `Uᵀ * U = 1`.

```lean
/-- The contribution of orbital `k` to a property with matrix `M` over the occupied orbitals,
after the orbitals have been mixed by `U`: the diagonal entry `k` of `Uᵀ M U`. -/
def contribution (M U : Matrix n n ℝ) (k : n) : ℝ := (Uᵀ * M * U) k k
```

## (a) The sum over all orbitals

Show that the total does not depend on the orthogonal matrix $U$:
$$\sum_k p_k(U)=\operatorname{Tr}M .$$

**Solution.** The sum of the diagonal entries is a trace, and the trace is cyclic:
$$\sum_k p_k(U)=\operatorname{Tr}(U^{T}MU)=\operatorname{Tr}(UU^{T}M)=\operatorname{Tr}M .$$
The last step uses $UU^{T}=1$, which follows from $U^{T}U=1$ because $U$ is a finite square matrix. In Lean this is `hU'`, and `Matrix.trace_mul_cycle` moves $U$ to the front. The symmetry of $M$ is not used.

```lean
/-- Sum rule: for every orthogonal mixing of the occupied orbitals, the orbital contributions
add up to the trace of `M`. -/
theorem sum_contribution (M U : Matrix n n ℝ) (hU : Uᵀ * U = 1) :
    ∑ k, contribution M U k = M.trace := by
  have hU' : U * Uᵀ = 1 := mul_eq_one_comm.mp hU
  change (Uᵀ * M * U).trace = M.trace
  -- the trace is cyclic, so `U` meets its transpose
  rw [Matrix.trace_mul_cycle, hU', Matrix.one_mul]
```

## (b) A contribution as an expectation value

Let $u$ be column $k$ of $U$, so that $u_i=U_{ik}$. Show that
$$p_k(U)=u^{T}Mu .$$

**Solution.** Write out the matrix product:
$$(U^{T}MU)_{kk}=\sum_{i,j}U_{ik}M_{ij}U_{jk}=\sum_{i,j}u_iM_{ij}u_j .$$
For orthogonal $U$ the column is normalised, and this is the expectation value of the property in $\varphi'_k$. The identity itself holds for every real $U$. In the Lean statement `⬝ᵥ` is the dot product and `*ᵥ` applies a matrix to a vector; the proof unfolds both sides into the same double sum.

```lean
omit [DecidableEq n] in
/-- The contribution of orbital `k` is `uᵀ M u`, where `u` is the column `k` of `U`. If `u` is
normalised, this is the expectation value of `M` in the mixed orbital. -/
theorem contribution_eq_expectation (M U : Matrix n n ℝ) (k : n) :
    contribution M U k = (fun i => U i k) ⬝ᵥ M *ᵥ (fun i => U i k) := by
  unfold contribution
  rw [Matrix.mul_assoc]
  simp only [Matrix.mul_apply, Matrix.transpose_apply, dotProduct, Matrix.mulVec]
```

## (c) Any normalised orbital can take place $k$

Let $v$ be a real vector with $v^{T}v=1$. Show that there is a matrix $U$ with
$$U^{T}U=1,\qquad U_{ik}=v_i\quad\text{for all }i .$$

**Solution.** Let $e_k$ be the $k$-th basis vector. If $v=e_k$, take $U=1$. Otherwise set $w=v-e_k\neq0$. Then
$$w^{T}w=1-2v_k+1=2(1-v_k),$$
so $1-v_k\neq0$, and we may put $s=1/(1-v_k)$. The reflection along $w$ is $U=1-s\,ww^{T}$. It is symmetric, and
$$U^2=1-2s\,ww^{T}+s^2(w^{T}w)\,ww^{T}=1,$$
because $s^2\cdot2(1-v_k)=2s$. Since $w_k=v_k-1$, its column $k$ is
$$U_{ik}=\delta_{ik}-s\,w_i(v_k-1)=\delta_{ik}+w_i=v_i .$$

Lean writes $ww^{T}$ as `vecMulVec w w`. The steps `hww` and `hne` give the squared norm of $w$ and the nonzero denominator, `hWW` gives the square of $ww^{T}$, and `hcoef` makes the two terms in $U^2$ cancel. The last bullet computes the column.

```lean
/-- Every normalised real combination `v` of the occupied orbitals can be made the orbital `k`
of an orthogonally mixed set. -/
theorem exists_orthogonal_column (k : n) (v : n → ℝ) (hv : v ⬝ᵥ v = 1) :
    ∃ U : Matrix n n ℝ, Uᵀ * U = 1 ∧ ∀ i, U i k = v i := by
  by_cases hvk : v = Pi.single k 1
  · refine ⟨1, by simp, fun i => ?_⟩
    simp [hvk, Matrix.one_apply, Pi.single_apply]
  -- otherwise reflect along the difference `w` of `v` and the basis vector `k`
  obtain ⟨w, hw⟩ : ∃ w : n → ℝ, w = v - Pi.single k 1 := ⟨_, rfl⟩
  have hww : w ⬝ᵥ w = 2 * (1 - v k) := by
    simp only [hw, sub_dotProduct, dotProduct_sub, hv, single_dotProduct, dotProduct_single,
      Pi.sub_apply, Pi.single_eq_same]
    ring
  have hne : 1 - v k ≠ 0 := by
    intro h
    rw [h, mul_zero] at hww
    have h0 : w = 0 := dotProduct_self_eq_zero.mp hww
    exact hvk (sub_eq_zero.mp (hw.symm.trans h0))
  obtain ⟨s, hs⟩ : ∃ s : ℝ, s * (1 - v k) = 1 := ⟨_, inv_mul_cancel₀ hne⟩
  have hWt : (vecMulVec w w)ᵀ = vecMulVec w w := by
    ext i j
    simp only [Matrix.transpose_apply, Matrix.vecMulVec_apply]
    ring
  have hWW : vecMulVec w w * vecMulVec w w = (2 * (1 - v k)) • vecMulVec w w := by
    rw [← hww]
    ext i j
    simp only [Matrix.mul_apply, Matrix.vecMulVec_apply, Matrix.smul_apply, smul_eq_mul,
      dotProduct, Finset.sum_mul]
    exact Finset.sum_congr rfl fun x _ => by ring
  refine ⟨1 - s • vecMulVec w w, ?_, fun i => ?_⟩
  · -- a reflection is symmetric and squares to one
    rw [Matrix.transpose_sub, Matrix.transpose_one, Matrix.transpose_smul, hWt]
    have hexp : (1 - s • vecMulVec w w) * (1 - s • vecMulVec w w)
        = 1 - (2 * s) • vecMulVec w w + (s * s) • (vecMulVec w w * vecMulVec w w) := by
      simp only [sub_mul, mul_sub, one_mul, mul_one, smul_mul_assoc, mul_smul_comm]
      module
    have hcoef : s * s * (2 * (1 - v k)) = 2 * s := by linear_combination 2 * s * hs
    rw [hexp, hWW, smul_smul, hcoef, sub_add_cancel]
  · have hwi : w i = v i - (1 : Matrix n n ℝ) i k := by
      simp [hw, Matrix.one_apply, Pi.single_apply]
    have hwk : w k = v k - 1 := by simp [hw]
    simp only [Matrix.sub_apply, Matrix.smul_apply, Matrix.vecMulVec_apply, smul_eq_mul]
    rw [hwk]
    linear_combination w i * hs + hwi
```

## (d) Invariance of one chosen contribution

Let $M$ be symmetric and fix one orbital $k$. Show that
$$p_k(U)=M_{kk}\ \text{ for all orthogonal }U\quad\Longleftrightarrow\quad M=c\,1\ \text{ for some real }c .$$

**Solution.** Suppose that $p_k$ is invariant, and let $v$ be any unit vector. By (c), $v$ is column $k$ of some orthogonal $U$, so (b) gives
$$v^{T}Mv=M_{kk}.$$
The choice $v=e_i$ gives $M_{ii}=M_{kk}$ for every $i$. For $i\neq j$ take $v=\tfrac35e_i+\tfrac45e_j$, which is normalised. Then
$$M_{kk}=\tfrac{9}{25}M_{ii}+\tfrac{12}{25}(M_{ij}+M_{ji})+\tfrac{16}{25}M_{jj}=M_{kk}+\tfrac{24}{25}M_{ij},$$
where symmetry was used in the last step. Hence $M_{ij}=0$, and $M=M_{kk}\,1$. Conversely, if $M=c\,1$, then $U^{T}MU=c\,U^{T}U=c\,1$, and $p_k(U)=c=M_{kk}$.

The value $M_{kk}$ is the contribution at $U=1$, so the Lean condition compares every mixing with the original orbitals. The step `hq` is the equality of all expectation values, `hd` treats the diagonal, and `h1` with `h2` treats the mixture of two orbitals.

```lean
/-- For symmetric `M`, the contribution of one chosen orbital `k` is unchanged by every
orthogonal mixing if and only if `M` is a multiple of the identity. -/
theorem single_contribution_invariant_iff (M : Matrix n n ℝ) (hM : Mᵀ = M) (k : n) :
    (∀ U : Matrix n n ℝ, Uᵀ * U = 1 → contribution M U k = M k k) ↔
      ∃ c : ℝ, M = c • (1 : Matrix n n ℝ) := by
  constructor
  · intro h
    -- all normalised orbitals have the same expectation value
    have hq : ∀ v : n → ℝ, v ⬝ᵥ v = 1 → v ⬝ᵥ M *ᵥ v = M k k := by
      intro v hv
      obtain ⟨U, hU, hcol⟩ := exists_orthogonal_column k v hv
      have h1 := h U hU
      rw [contribution_eq_expectation, funext hcol] at h1
      exact h1
    have hd : ∀ i, M i i = M k k := by
      intro i
      have h1 := hq (Pi.single i 1) (by simp)
      simpa using h1
    refine ⟨M k k, ?_⟩
    ext i j
    by_cases hij : i = j
    · subst hij
      simp [hd i]
    · -- a normalised mixture of two orbitals detects their coupling
      have h1 := hq (Pi.single i (3 / 5) + Pi.single j (4 / 5)) (by
        norm_num [add_dotProduct, dotProduct_add, Pi.single_apply, hij, Ne.symm hij])
      have h2 : (Pi.single i (3 / 5) + Pi.single j (4 / 5) : n → ℝ) ⬝ᵥ
          M *ᵥ (Pi.single i (3 / 5) + Pi.single j (4 / 5))
          = 9 / 25 * M i i + 12 / 25 * (M i j + M j i) + 16 / 25 * M j j := by
        simp [add_dotProduct, Matrix.mulVec_add, dotProduct_add]
        ring
      have hs : M j i = M i j := congrFun (congrFun hM i) j
      rw [h2, hd i, hd j, hs] at h1
      have h0 : M i j = 0 := by linarith
      simp [h0, hij]
  · rintro ⟨c, rfl⟩ U hU
    simp [contribution, hU]
```

## (e) Invariance of the whole table

For symmetric $M$, show that
$$p_k(U)=M_{kk}\ \text{ for all }k\text{ and all orthogonal }U\quad\Longleftrightarrow\quad M=c\,1\ \text{ for some real }c .$$

**Solution.** If there is at least one orbital, choose one and apply (d) to it; this gives $M=c\,1$. With no orbitals, the empty matrix equals $c\,1$ for any $c$, and Lean takes $c=0$. For the converse, apply (d) to each $k$ in turn.

For a fixed real symmetric $M$ over finitely many occupied orbitals, an orbital-by-orbital analysis of this diamagnetic component should therefore state which orbitals were used, unless $M$ is a multiple of the identity.

```lean
/-- For symmetric `M`, all orbital contributions are unchanged by every orthogonal mixing of the
occupied orbitals if and only if `M` is a multiple of the identity. -/
theorem contributions_invariant_iff (M : Matrix n n ℝ) (hM : Mᵀ = M) :
    (∀ U : Matrix n n ℝ, Uᵀ * U = 1 → ∀ k, contribution M U k = M k k) ↔
      ∃ c : ℝ, M = c • (1 : Matrix n n ℝ) := by
  constructor
  · intro h
    rcases isEmpty_or_nonempty n with hn | ⟨⟨k⟩⟩
    · exact ⟨0, by ext i; exact hn.elim i⟩
    · exact (single_contribution_invariant_iff M hM k).mp fun U hU => h U hU k
  · intro h U hU k
    exact (single_contribution_invariant_iff M hM k).mpr h U hU
```

## (f) Transfer between two orbitals

Number two orbitals 0 and 1, as Lean does, and take
$$M=\begin{pmatrix}a&b\\b&d\end{pmatrix},\qquad U=\begin{pmatrix}\cos\theta&-\sin\theta\\\sin\theta&\cos\theta\end{pmatrix}.$$
Show that
$$p_0=\tfrac{a+d}{2}+t,\quad p_1=\tfrac{a+d}{2}-t,\quad t=\tfrac{a-d}{2}\cos2\theta+b\sin2\theta .$$

**Solution.** The columns of $U$ and the formula in (b) give
$$p_0=a\cos^2\theta+2b\sin\theta\cos\theta+d\sin^2\theta,$$
$$p_1=a\sin^2\theta-2b\sin\theta\cos\theta+d\cos^2\theta .$$
Insert $\cos^2\theta=\tfrac12(1+\cos2\theta)$, $\sin^2\theta=\tfrac12(1-\cos2\theta)$ and $2\sin\theta\cos\theta=\sin2\theta$ to obtain the result. What one orbital gains, the other loses.

Lean expands the double angles instead, and `linear_combination` closes each equation with $\sin^2\theta+\cos^2\theta=1$.

```lean
/-- Two orbitals with a symmetric property matrix, rotated by an angle `θ`: the contributions are
the mean of the diagonal entries plus and minus one and the same linear combination of `cos 2θ` and
`sin 2θ`. -/
theorem two_orbital_rotation (a b d θ : ℝ) :
    let U := !![Real.cos θ, -Real.sin θ; Real.sin θ, Real.cos θ]
    let t := (a - d) / 2 * Real.cos (2 * θ) + b * Real.sin (2 * θ)
    contribution !![a, b; b, d] U 0 = (a + d) / 2 + t ∧
      contribution !![a, b; b, d] U 1 = (a + d) / 2 - t := by
  intro U t
  have h := Real.sin_sq_add_cos_sq θ
  constructor
  · simp only [U, t, contribution_eq_expectation, dotProduct, Matrix.mulVec, Fin.sum_univ_two,
      Real.cos_two_mul, Real.sin_two_mul]
    simp
    linear_combination d * h
  · simp only [U, t, contribution_eq_expectation, dotProduct, Matrix.mulVec, Fin.sum_univ_two,
      Real.cos_two_mul, Real.sin_two_mul]
    simp
    linear_combination a * h
```

## (g) The role of symmetry

Let $A$ be a nonzero real matrix with $A^{T}=-A$. Show that
$$(U^{T}AU)_{kk}=0\ \text{ for all real }U\text{ and all }k,\qquad A\neq c\,1\ \text{ for every real }c .$$

**Solution.** The mixed matrix is again antisymmetric:
$$(U^{T}AU)^{T}=U^{T}A^{T}U=-U^{T}AU .$$
Each diagonal entry equals its own negative and is zero. If $A$ were $c\,1$, it would also be symmetric, so $A=A^{T}=-A$ and $A=0$, against the assumption.

Such an $A$ exists as soon as there are two orbitals. From that size on, invariance no longer forces a multiple of the identity if the symmetry of $M$ is given up in (d) or (e); the converse direction needs no symmetry. Physically, a component of the orbital angular momentum has a matrix of the form $iA$ over real bound orbitals, and its expectation value in each of them vanishes.

In the Lean proof, `h` is the antisymmetry of the mixed matrix and `hsymm` is the symmetry that $A=c\,1$ would imply.

```lean
/-- A nonzero antisymmetric matrix gives zero contribution from every orbital under every real
mixing, and yet it is not a multiple of the identity. -/
theorem antisymmetric_counterexample (A : Matrix n n ℝ) (hA : Aᵀ = -A) (h0 : A ≠ 0) :
    (∀ (U : Matrix n n ℝ) (k : n), contribution A U k = 0) ∧
      ¬ ∃ c : ℝ, A = c • (1 : Matrix n n ℝ) := by
  constructor
  · intro U k
    -- the mixed matrix is again antisymmetric
    have h : (Uᵀ * A * U)ᵀ = -(Uᵀ * A * U) := by
      rw [Matrix.transpose_mul, Matrix.transpose_mul, Matrix.transpose_transpose, hA]
      noncomm_ring
    have hk : (Uᵀ * A * U) k k = -(Uᵀ * A * U) k k := congrFun (congrFun h k) k
    unfold contribution
    linarith
  · rintro ⟨c, hc⟩
    have hsymm : Aᵀ = A := by rw [hc]; simp
    apply h0
    ext i j
    have hij : A i j = -A i j := congrFun (congrFun (hsymm.symm.trans hA) i) j
    change A i j = 0
    linarith

end OrbitalContributions
```

```lean
#print axioms OrbitalContributions.sum_contribution
#print axioms OrbitalContributions.contributions_invariant_iff
#print axioms OrbitalContributions.two_orbital_rotation
#print axioms OrbitalContributions.antisymmetric_counterexample
```

```
'OrbitalContributions.sum_contribution' depends on axioms: [propext, Classical.choice, Quot.sound]
'OrbitalContributions.contributions_invariant_iff' depends on axioms: [propext, Classical.choice, Quot.sound]
'OrbitalContributions.two_orbital_rotation' depends on axioms: [propext, Classical.choice, Quot.sound]
'OrbitalContributions.antisymmetric_counterexample' depends on axioms: [propext, Classical.choice, Quot.sound]
```
